# The two negative Bloch factors at each gap energy of a diatomic chain with equal hoppings

We label a mode of a periodic chain by its Bloch factor $z$, the nonzero complex number by which the amplitudes are multiplied from one cell to the next, and we don't require the mode to stay bounded. A real wavevector would restrict $z$ to the unit circle and leave the gap empty. With $z$ free, the gap contains evanescent modes, which decay in one direction and grow in the other.

The chain has two sites per cell, with real on-site energies $D$ and $-D$, and a real hopping $t$ between all nearest neighbours. With $a_n$ and $b_n$ the amplitudes in cell $n$, the stationary equations at real energy $E$ are

$$E a_n = D a_n + t(b_n + b_{n-1}), \qquad E b_n = -D b_n + t(a_n + a_{n+1}).$$

**Claim.** Let $t \neq 0$, $z \neq 0$ and $|E| < |D|$. A nonzero solution of the form $a_n = A z^n$, $b_n = B z^n$ exists if and only if $z = -e^{s}$ or $z = -e^{-s}$, where $s$ is the unique positive number with

$$\cosh s = 1 + \frac{D^2 - E^2}{2t^2}.$$

At midgap, $E = 0$, this becomes $\cosh s = 1 + D^2/(2t^2)$, with $D \neq 0$ ensuring that there is a gap.

## From the chain equations to a quadratic in $z$

Insert the ansatz and divide by $z^n$:

$$(E - D)A = t(1 + z^{-1})B, \qquad (E + D)B = t(1 + z)A.$$

Multiply the first equation by $E + D$ and use the second to replace $(E+D)B$:

$$(E^2 - D^2)A = t^2(1 + z^{-1})(1 + z)A = t^2(2 + z + z^{-1})A.$$

Multiplying the second equation by $E - D$ and using the first gives the same relation for $B$. At least one amplitude is nonzero and can be cancelled, so

$$E^2 - D^2 = t^2(2 + z + z^{-1}).$$

Conversely, suppose that this secular equation holds. Take $A = E + D$ and $B = t(1 + z)$. The second Bloch equation is then an identity, and the first is the secular equation. This choice fails only if both amplitudes vanish. In that case $(A, B) = (0, 1)$ works, because $E + D = 0$ and $t(1 + z^{-1}) = z^{-1}t(1 + z) = 0$.

In the gap, $D^2 - E^2 > 0$, so the prescribed value of $\cosh s$ exceeds 1. Since $\cosh$ increases strictly and without bound from 1 on the nonnegative axis, there is exactly one such $s > 0$. The identity $\cosh s = 1 + 2\sinh^2(s/2)$ gives it explicitly:

$$s = 2\,\mathrm{arsinh}\frac{\sqrt{D^2 - E^2}}{2|t|}.$$

Dividing the secular equation by $t^2$ gives $z + z^{-1} = -2\cosh s = -(e^{s} + e^{-s})$. Multiply by $z$ and collect terms:

$$(z + e^{s})(z + e^{-s}) = 0.$$

The two roots are the claimed Bloch factors. Their minus sign means that the amplitudes alternate in sign from cell to cell while their size changes by $e^{\pm s}$.

Two further facts follow. If $|z| = 1$, then $z^{-1} = \bar z$ and $E^2 - D^2 = 2t^2(1 + \mathrm{Re}\,z)$. As $\mathrm{Re}\,z$ runs over $[-1, 1]$, this gives exactly the bands $D^2 \le E^2 \le D^2 + 4t^2$. Inside the gap, $s$ increases with $D^2 - E^2$, so the decay is fastest at $E = 0$.

## A midgap example with rational factors

Take $D = 3$, $t = 2$ and $E = 0$. Then $\cosh s = 1 + 9/8 = 17/8$, which is solved by $e^{s} = 4$, since $(4 + 1/4)/2 = 17/8$. The Bloch factors are $-4$ and $-1/4$.

For $z = -1/4$ the formulas above give $(A, B) = (3, 3/2)$. Both sides of the first Bloch equation equal $-9$, and both sides of the second equal $9/2$. Normalised within the cell at $n = 0$, the amplitudes are $(2, 1)/\sqrt5$. For $z = -4$ they are $(1, -2)/\sqrt5$. The propagating modes of this chain lie at $3 \le |E| \le 5$.

## The chain and its modes in Lean

```lean
import Mathlib

open ComplexConjugate

namespace DiatomicComplexBands

noncomputable section
```

The first definition states the real-space equations. The parameters `D`, `t` and `E` are real, the amplitudes are complex, and the cell index runs over all integers, so the chain has no ends.

```lean
/-- Stationary equations at energy `E` of an infinite chain with alternating on-site energies
`D`, `-D` and hopping `t`; `a n` and `b n` are the two amplitudes in cell `n`. -/
def ChainEq (D t E : ℝ) (a b : ℤ → ℂ) : Prop :=
  ∀ n : ℤ, (E : ℂ) * a n = D * a n + t * (b n + b (n - 1)) ∧
    (E : ℂ) * b n = -D * b n + t * (a n + a (n + 1))
```

The Bloch equations are a condition on one pair of cell amplitudes. `HasBlochMode` asks for a pair that is not identically zero; it imposes neither normalisation nor boundedness.

```lean
/-- Bloch equations at energy `E` for cell amplitudes `A`, `B` and a nonzero complex
Bloch factor `z`. -/
def BlochEq (D t E : ℝ) (z A B : ℂ) : Prop :=
  ((E : ℂ) - D) * A = t * (1 + z⁻¹) * B ∧ ((E : ℂ) + D) * B = t * (1 + z) * A

/-- The Bloch equations at energy `E` and nonzero Bloch factor `z` have a nonzero solution. -/
def HasBlochMode (D t E : ℝ) (z : ℂ) : Prop :=
  ∃ A B : ℂ, (A ≠ 0 ∨ B ≠ 0) ∧ BlochEq D t E z A B
```

The number `decay` is the explicit $s$ found above. It is measured per unit cell: $|a_n|$ changes by a factor $e^{\pm s}$ per cell, and $|a_n|^2$ by $e^{\pm 2s}$.

```lean
/-- The decay exponent per unit cell, for `t ≠ 0` and energies with `|E| ≤ |D|`. -/
def decay (D t E : ℝ) : ℝ :=
  2 * Real.arsinh (√(D ^ 2 - E ^ 2) / (2 * |t|))
```

These definitions describe non-interacting particles with nearest-neighbour hopping. Within that model, $s$ is the decay rate of the evanescent modes that a mode-matching calculation needs in a gapped region. The matching itself, at an interface or a chain end, is not treated, nor is the question of whether Bloch modes span all solutions of the chain equations.

## Bloch equations and the secular equation

The first theorem connects the two descriptions. In the forward direction the equations of cell $0$ suffice. In the reverse direction, the Bloch equations are multiplied by $z^n$, which gives the equations of every cell.

```lean
/-- Amplitudes that gain a factor `z` per cell solve the chain equations exactly when
their cell amplitudes solve the Bloch equations. -/
theorem chainEq_iff_blochEq (D t E : ℝ) {z : ℂ} (hz : z ≠ 0) (A B : ℂ) :
    ChainEq D t E (fun n => A * z ^ n) (fun n => B * z ^ n) ↔ BlochEq D t E z A B := by
  unfold ChainEq BlochEq
  constructor
  · intro h
    -- the cell at the origin already contains both Bloch equations
    have h0 := h 0
    simp only [zpow_zero, zero_sub, zpow_neg_one, zero_add, zpow_one] at h0
    exact ⟨by linear_combination h0.1, by linear_combination h0.2⟩
  · rintro ⟨h1, h2⟩ n
    simp only [zpow_sub_one₀ hz, zpow_add_one₀ hz]
    exact ⟨by linear_combination z ^ n * h1, by linear_combination z ^ n * h2⟩
```

The next theorem is the elimination carried out by hand, and it holds for all real $D$, $t$ and $E$. In the two `linear_combination` calls of the forward direction, the coefficients of `h1` and `h2` are the multipliers of the two Bloch equations, while `hzz` supplies $z z^{-1} = 1$. The converse checks explicit amplitudes. The case split on `hc` separates the degenerate mode $(0, 1)$ from the general amplitudes $(E + D,\ t(1 + z))$.

```lean
/-- A nonzero Bloch solution exists exactly when energy and Bloch factor satisfy the
secular equation `E² - D² = t² (2 + z + 1/z)`. -/
theorem hasBlochMode_iff_secular (D t E : ℝ) {z : ℂ} (hz : z ≠ 0) :
    HasBlochMode D t E z ↔
      (E : ℂ) ^ 2 - (D : ℂ) ^ 2 = (t : ℂ) ^ 2 * (2 + z + z⁻¹) := by
  have hzz : z * z⁻¹ = 1 := mul_inv_cancel₀ hz
  unfold HasBlochMode BlochEq
  constructor
  · rintro ⟨A, B, hA | hB, h1, h2⟩
    · apply mul_right_cancel₀ hA
      linear_combination ((E : ℂ) + D) * h1 + t * (1 + z⁻¹) * h2 + (t : ℂ) ^ 2 * A * hzz
    · apply mul_right_cancel₀ hB
      linear_combination ((E : ℂ) - D) * h2 + t * (1 + z) * h1 + (t : ℂ) ^ 2 * B * hzz
  · intro h
    by_cases hc : (E : ℂ) + D = 0 ∧ (t : ℂ) * (1 + z) = 0
    · -- the sublattices decouple and the second one carries the mode
      refine ⟨0, 1, Or.inr one_ne_zero, ?_, ?_⟩
      · linear_combination -z⁻¹ * hc.2 + t * hzz
      · linear_combination hc.1
    · refine ⟨(E : ℂ) + D, t * (1 + z), not_and_or.mp hc, ?_, ?_⟩
      · linear_combination h - (t : ℂ) ^ 2 * hzz
      · ring
```

## The decay exponent and the two gap factors

The hypothesis `|E| < |D|` places the energy strictly inside the gap, and `t ≠ 0` keeps the sites coupled. Under these conditions `eq_decay_iff` identifies `decay D t E` as the only positive solution of the $\cosh$ equation. The proof of `hcosh` is the half-angle computation, and uniqueness comes from the strict monotonicity of $\cosh$ on the nonnegative axis.

```lean
/-- In the gap, the decay exponent is the only positive number `s` with
`cosh s = 1 + (D² - E²) / (2 t²)`. -/
theorem eq_decay_iff {D t E : ℝ} (ht : t ≠ 0) (hE : |E| < |D|) (s : ℝ) :
    s = decay D t E ↔ 0 < s ∧ Real.cosh s = 1 + (D ^ 2 - E ^ 2) / (2 * t ^ 2) := by
  have hgap : 0 < D ^ 2 - E ^ 2 := sub_pos.2 (sq_lt_sq.2 hE)
  have hpos : 0 < decay D t E := by
    have h : 0 < √(D ^ 2 - E ^ 2) / (2 * |t|) :=
      div_pos (Real.sqrt_pos.2 hgap) (mul_pos two_pos (abs_pos.2 ht))
    exact mul_pos two_pos (Real.arsinh_pos_iff.2 h)
  -- the half-angle formula turns the arsinh into the required cosh
  have hcosh : Real.cosh (decay D t E) = 1 + (D ^ 2 - E ^ 2) / (2 * t ^ 2) := by
    unfold decay
    rw [Real.cosh_two_mul, Real.cosh_sq, Real.sinh_arsinh, div_pow, mul_pow, sq_abs,
      Real.sq_sqrt hgap.le]
    field_simp
    ring
  constructor
  · rintro rfl
    exact ⟨hpos, hcosh⟩
  · rintro ⟨hs, h⟩
    exact Real.cosh_strictMonoOn.injOn (Set.mem_Ici.2 hs.le) (Set.mem_Ici.2 hpos.le)
      (h.trans hcosh.symm)
```

The claim itself is `hasBlochMode_gap_iff`. Its proof replaces $e^{s}$ and $e^{-s}$ by numbers `p` and `q` and keeps only what the factorisation needs: their product is 1, and their sum is fixed by the $\cosh$ equation. These real identities are carried over to the complex numbers, where `hfac` is the factored quadratic multiplied by $t^2$. Since $t^2 \neq 0$, one of the other two factors vanishes. For the converse, the inverse of $-p$ is $-q$ and vice versa, so substitution returns the secular equation.

```lean
/-- Complex bands in the gap: a nonzero Bloch solution exists exactly for the two Bloch
factors `-exp s` and `-exp (-s)`, where `s` is the decay exponent. -/
theorem hasBlochMode_gap_iff {D t E : ℝ} (ht : t ≠ 0) (hE : |E| < |D|)
    {z : ℂ} (hz : z ≠ 0) :
    HasBlochMode D t E z ↔
      z = -(Real.exp (decay D t E) : ℂ) ∨ z = -(Real.exp (-decay D t E) : ℂ) := by
  have hcosh := ((eq_decay_iff ht hE _).1 rfl).2
  generalize decay D t E = s at hcosh ⊢
  have hsumR : t ^ 2 * (Real.exp s + Real.exp (-s)) = 2 * t ^ 2 + (D ^ 2 - E ^ 2) := by
    rw [Real.cosh_eq] at hcosh
    field_simp at hcosh
    linarith
  have hpqR : Real.exp s * Real.exp (-s) = 1 := by
    rw [← Real.exp_add, add_neg_cancel, Real.exp_zero]
  generalize Real.exp s = p at hsumR hpqR ⊢
  generalize Real.exp (-s) = q at hsumR hpqR ⊢
  have hsum : (t : ℂ) ^ 2 * (p + q) = 2 * (t : ℂ) ^ 2 + ((D : ℂ) ^ 2 - (E : ℂ) ^ 2) := by
    exact_mod_cast hsumR
  have hpq : (p : ℂ) * q = 1 := by exact_mod_cast hpqR
  have hzz : z * z⁻¹ = 1 := mul_inv_cancel₀ hz
  rw [hasBlochMode_iff_secular D t E hz]
  constructor
  · intro h
    -- the secular equation factors over the two evanescent Bloch factors
    have hfac : (t : ℂ) ^ 2 * ((z + p) * (z + q)) = 0 := by
      linear_combination -z * h + z * hsum + (t : ℂ) ^ 2 * hpq - (t : ℂ) ^ 2 * hzz
    have ht2 : (t : ℂ) ^ 2 ≠ 0 := pow_ne_zero 2 (Complex.ofReal_ne_zero.2 ht)
    rcases mul_eq_zero.1 ((mul_eq_zero.1 hfac).resolve_left ht2) with h1 | h1
    · exact Or.inl (eq_neg_of_add_eq_zero_left h1)
    · exact Or.inr (eq_neg_of_add_eq_zero_left h1)
  · rintro (h | h)
    · have hi : z⁻¹ = -(q : ℂ) := by
        rw [h]
        exact inv_eq_of_mul_eq_one_right (by linear_combination hpq)
      rw [hi, h]
      linear_combination hsum
    · have hi : z⁻¹ = -(p : ℂ) := by
        rw [h]
        exact inv_eq_of_mul_eq_one_right (by linear_combination hpq)
      rw [hi, h]
      linear_combination hsum
```

The midgap theorem writes the Bloch equations out in full. A single $s$, independent of $z$, serves all nonzero Bloch factors. The theorem states that such an $s$ exists; that it is the only one follows from `eq_decay_iff` at $E = 0$. The proof sets $E = 0$ in the gap theorem, with `D ≠ 0` providing the gap condition and `t ≠ 0` assumed as before.

```lean
/-- At midgap there is an `s > 0` with `cosh s = 1 + D² / (2 t²)` such that the Bloch equations
have a nonzero solution exactly for `z = -exp s` and `z = -exp (-s)`. -/
theorem midgap_modes {D t : ℝ} (hD : D ≠ 0) (ht : t ≠ 0) :
    ∃ s : ℝ, 0 < s ∧ Real.cosh s = 1 + D ^ 2 / (2 * t ^ 2) ∧
      ∀ z : ℂ, z ≠ 0 →
        ((∃ A B : ℂ, (A ≠ 0 ∨ B ≠ 0) ∧
            -(D : ℂ) * A = t * (1 + 1 / z) * B ∧ (D : ℂ) * B = t * (1 + z) * A) ↔
          z = -(Real.exp s : ℂ) ∨ z = -(Real.exp (-s) : ℂ)) := by
  have hE : |(0 : ℝ)| < |D| := by
    rw [abs_zero]
    exact abs_pos.2 hD
  obtain ⟨hpos, hcosh⟩ := (eq_decay_iff ht hE _).1 rfl
  refine ⟨decay D t 0, hpos, ?_, fun z hz => ?_⟩
  · rw [hcosh]
    ring
  · rw [← hasBlochMode_gap_iff ht hE hz]
    simp only [HasBlochMode, BlochEq, Complex.ofReal_zero, zero_sub, zero_add, one_div]
```

## Band edges and the midgap maximum

The band theorem places no condition on the parameters. For $t = 0$ it reduces to $E^2 = D^2$, the energies of isolated sites. The auxiliary statement `key` uses $z^{-1} = \bar z$ to make the secular equation real. One direction then follows from $-1 \le \mathrm{Re}\,z \le 1$. The other solves for the required real part `c` and takes $z = e^{i \arccos c}$.

```lean
/-- Nonzero Bloch solutions with a Bloch factor of modulus one exist exactly at the energies with
`D² ≤ E² ≤ D² + 4 t²`. -/
theorem propagating_iff (D t E : ℝ) :
    (∃ z : ℂ, ‖z‖ = 1 ∧ HasBlochMode D t E z) ↔
      D ^ 2 ≤ E ^ 2 ∧ E ^ 2 ≤ D ^ 2 + 4 * t ^ 2 := by
  -- on the unit circle the secular equation is real
  have key : ∀ z : ℂ, ‖z‖ = 1 →
      (HasBlochMode D t E z ↔ E ^ 2 - D ^ 2 = t ^ 2 * (2 + 2 * z.re)) := by
    intro z hz
    have hz0 : z ≠ 0 := by
      rintro rfl
      simp at hz
    rw [hasBlochMode_iff_secular D t E hz0, add_assoc, Complex.inv_eq_conj hz,
      Complex.add_conj]
    norm_cast
  constructor
  · rintro ⟨z, hz, h⟩
    have h1 := (key z hz).1 h
    have h2 := abs_le.1 ((Complex.abs_re_le_norm z).trans_eq hz)
    constructor <;> nlinarith [sq_nonneg t, mul_nonneg (sq_nonneg t) (sub_nonneg.2 h2.1),
      mul_nonneg (sq_nonneg t) (sub_nonneg.2 h2.2)]
  · rintro ⟨h1, h2⟩
    obtain ⟨c, hc1, hc2, hc⟩ : ∃ c : ℝ, -1 ≤ c ∧ c ≤ 1 ∧
        E ^ 2 - D ^ 2 = t ^ 2 * (2 + 2 * c) := by
      by_cases ht : t = 0
      · subst ht
        exact ⟨0, by norm_num, by norm_num, by linarith⟩
      · have ht2 : 0 < 2 * t ^ 2 := by positivity
        refine ⟨(E ^ 2 - D ^ 2) / (2 * t ^ 2) - 1, ?_, ?_, ?_⟩
        · linarith [div_nonneg (sub_nonneg.2 h1) ht2.le]
        · have h3 : (E ^ 2 - D ^ 2) / (2 * t ^ 2) ≤ 2 := by
            rw [div_le_iff₀ ht2]
            linarith
          linarith
        · field_simp
          ring
    refine ⟨Complex.exp (Real.arccos c * Complex.I), Complex.norm_exp_ofReal_mul_I _, ?_⟩
    rw [key _ (Complex.norm_exp_ofReal_mul_I _), Complex.exp_ofReal_mul_I_re,
      Real.cos_arccos hc1 hc2]
    exact hc
```

The last theorem again requires $t \neq 0$ and compares a nonzero gap energy with midgap. A nonzero $E$ makes $D^2 - E^2$ smaller than $D^2$, and the square root, the division by $2|t|$ and the arsinh all preserve the strict inequality.

```lean
/-- Within the gap, the decay exponent at any nonzero energy is strictly smaller than
at midgap. -/
theorem decay_lt_midgap {D t E : ℝ} (ht : t ≠ 0) (hE : |E| < |D|) (h0 : E ≠ 0) :
    decay D t E < decay D t 0 := by
  have hgap : 0 ≤ D ^ 2 - E ^ 2 := (sub_pos.2 (sq_lt_sq.2 hE)).le
  have hlt : D ^ 2 - E ^ 2 < D ^ 2 - 0 ^ 2 := by
    have : 0 < E ^ 2 := by positivity
    linarith
  have hden : 0 < 2 * |t| := mul_pos two_pos (abs_pos.2 ht)
  have h := Real.arsinh_lt_arsinh.2
    (div_lt_div_of_pos_right (Real.sqrt_lt_sqrt hgap hlt) hden)
  unfold decay
  linarith

end

end DiatomicComplexBands
```

```lean
#print axioms DiatomicComplexBands.hasBlochMode_gap_iff
#print axioms DiatomicComplexBands.midgap_modes
#print axioms DiatomicComplexBands.propagating_iff
#print axioms DiatomicComplexBands.decay_lt_midgap
```

```
'DiatomicComplexBands.hasBlochMode_gap_iff' depends on axioms: [propext, Classical.choice, Quot.sound]
'DiatomicComplexBands.midgap_modes' depends on axioms: [propext, Classical.choice, Quot.sound]
'DiatomicComplexBands.propagating_iff' depends on axioms: [propext, Classical.choice, Quot.sound]
'DiatomicComplexBands.decay_lt_midgap' depends on axioms: [propext, Classical.choice, Quot.sound]
```
